# The Fourier series of the step function on [−R, R] converges to 1/2 at ±R, for 0 < R < π in the cell [−π, π]

An augmented plane-wave calculation uses a step function to separate the muffin-tin spheres from the interstitial region. When that function is sampled on a real-space grid, a grid point may fall exactly on a boundary and needs a value there. In a one-dimensional cell with one muffin-tin region, the value that agrees with the limit of the Fourier series is 1/2.

The cell is [−π, π], so lengths are measured in units of the cell length divided by 2π. A real crystal has spheres in three dimensions and a sum over reciprocal lattice vectors, whose convergence needs an argument of its own.

## The step function and its partial sums

```lean
import Mathlib

open Filter Finset
open scoped Real Topology

namespace MuffinTinBoundary

noncomputable section

/-- The muffin-tin step function: one on `[-R, R]` and zero elsewhere. -/
def muffinTin (R : ℝ) : ℝ → ℝ := (Set.Icc (-R) R).indicator (fun _ => 1)
```

`muffinTin R` is the function that is 1 on the closed interval [−R, R] and 0 elsewhere. Many texts use the opposite convention, with 1 in the interstitial region. That function is 1 minus this one, so its boundary value is also 1/2. At x = R the Lean function itself equals 1; the 1/2 belongs to the series.

```lean
/-- The Fourier partial sum of `f` on the cell `[-π, π]`, with harmonics `1, ..., N`,
evaluated at `x`. -/
def fourierSum (f : ℝ → ℝ) (N : ℕ) (x : ℝ) : ℝ :=
  (∫ t in (-π)..π, f t) / (2 * π) + ∑ n ∈ range N,
    ((∫ t in (-π)..π, f t * Real.cos (((n : ℝ) + 1) * t)) / π * Real.cos (((n : ℝ) + 1) * x)
    + (∫ t in (-π)..π, f t * Real.sin (((n : ℝ) + 1) * t)) / π * Real.sin (((n : ℝ) + 1) * x))
```

This is the usual real Fourier sum: the mean of f, plus cosine and sine terms whose coefficients are integrals over the cell. `range N` lets n run from 0 to N − 1, and the harmonic is n + 1. Below, k = n + 1 runs from 1 to N.

```lean
/-- The sawtooth partial sum `sin y + sin (2y)/2 + ... + sin (Ny)/N`. -/
def sawtoothSum (N : ℕ) (y : ℝ) : ℝ :=
  ∑ n ∈ range N, Real.sin (((n : ℝ) + 1) * y) / ((n : ℝ) + 1)
```

In ordinary notation, with S_N for `sawtoothSum N`,

S_N(y) = Σ_{k=1}^{N} sin(ky)/k.

## How fast the sawtooth series converges

```lean
/-- The Dirichlet kernel identity: the sum of the first `N` cosine harmonics, multiplied by
`2 sin (y/2)`, telescopes. -/
theorem dirichlet_kernel (N : ℕ) (y : ℝ) :
    2 * Real.sin (y / 2) * ∑ n ∈ range N, Real.cos (((n : ℝ) + 1) * y)
      = Real.sin ((2 * (N : ℝ) + 1) / 2 * y) - Real.sin (y / 2) := by
  induction N with
  | zero =>
    have h : (2 * ((0 : ℕ) : ℝ) + 1) / 2 * y = y / 2 := by push_cast; ring
    rw [h]
    simp
  | succ N ih =>
    have h1 : (2 * ((N + 1 : ℕ) : ℝ) + 1) / 2 * y = ((N : ℝ) + 1) * y + y / 2 := by
      push_cast; ring
    have h2 : (2 * (N : ℝ) + 1) / 2 * y = ((N : ℝ) + 1) * y - y / 2 := by ring
    rw [h2, Real.sin_sub] at ih
    rw [sum_range_succ, mul_add, ih, h1, Real.sin_add]
    ring
```

A Lean theorem lists its variables and hypotheses, then a colon, the claim, and the proof after `:=`. By hand, use

2 sin(y/2) cos(ky) = sin((k + 1/2)y) − sin((k − 1/2)y).

Summed over k, neighbouring terms cancel and leave

2 sin(y/2) Σ_{k=1}^{N} cos(ky) = sin((N + 1/2)y) − sin(y/2).

Lean does the cancellation by `induction`, adding one harmonic at a time with the addition formulas for the sine.

```lean
/-- The derivative of the sawtooth partial sum is the sum of the cosine harmonics. -/
theorem sawtoothSum_hasDerivAt (N : ℕ) (y : ℝ) :
    HasDerivAt (fun t => sawtoothSum N t) (∑ n ∈ range N, Real.cos (((n : ℝ) + 1) * y)) y := by
  unfold sawtoothSum
  refine HasDerivAt.fun_sum fun n _ => ?_
  have hn : (n : ℝ) + 1 ≠ 0 := by positivity
  refine (((hasDerivAt_id' y).const_mul ((n : ℝ) + 1)).sin.div_const ((n : ℝ) + 1)).congr_deriv ?_
  rw [mul_one, mul_div_assoc, div_self hn, mul_one]
```

`HasDerivAt F d y` says that F has derivative d at y. Each term sin(ky)/k has derivative cos(ky), so S_N′ is the cosine sum just evaluated.

```lean
/-- For `0 < y < 2π` the sawtooth partial sum differs from `(π - y)/2` by at most a constant
depending on `y`, divided by `2N + 1`. -/
theorem sawtoothSum_error {y : ℝ} (h0 : 0 < y) (h2 : y < 2 * π) (N : ℕ) :
    |sawtoothSum N y - (π - y) / 2| ≤
      (1 / Real.sin (y / 2) + |y - π| / (2 * Real.sin (y / 2) ^ 2)) / (2 * (N : ℝ) + 1) := by
  have hs0 : 0 < Real.sin (y / 2) := Real.sin_pos_of_pos_of_lt_pi (by linarith) (by linarith)
  have hm : 0 < 2 * (N : ℝ) + 1 := by positivity
  -- between `y` and `π` the denominator is smallest at `y`
  have hmin : ∀ t ∈ Set.uIcc y π, Real.sin (y / 2) ≤ Real.sin (t / 2) := by
    intro t ht
    rcases le_total y π with h | h
    · rw [Set.uIcc_of_le h] at ht
      exact Real.sin_le_sin_of_le_of_le_pi_div_two (by linarith) (by linarith [ht.2])
        (by linarith [ht.1])
    · rw [Set.uIcc_of_ge h] at ht
      rw [← Real.sin_pi_sub (y / 2), ← Real.sin_pi_sub (t / 2)]
      exact Real.sin_le_sin_of_le_of_le_pi_div_two (by linarith) (by linarith [ht.1])
        (by linarith [ht.2])
  have alg : ∀ A B s c m : ℝ, s ≠ 0 → m ≠ 0 →
      (A - s) / (2 * s) + 1 / 2 + (-A * (m / 2 * 1) * (m * s) - B * (m * (c * (1 / 2))))
        / (m * s) ^ 2 = -(B * c) / (2 * m * s ^ 2) := by
    intro A B s c m hs hm
    field_simp
    ring
  -- the corrected sum has a derivative of order `1/N`
  have hder : ∀ t ∈ Set.uIcc y π, HasDerivWithinAt
      (fun t => sawtoothSum N t + t / 2
        + Real.cos ((2 * (N : ℝ) + 1) / 2 * t) / ((2 * (N : ℝ) + 1) * Real.sin (t / 2)))
      (-(Real.cos ((2 * (N : ℝ) + 1) / 2 * t) * Real.cos (t / 2))
        / (2 * (2 * (N : ℝ) + 1) * Real.sin (t / 2) ^ 2)) (Set.uIcc y π) t := by
    intro t ht
    have hs : Real.sin (t / 2) ≠ 0 := (hs0.trans_le (hmin t ht)).ne'
    have hD : ∑ n ∈ range N, Real.cos (((n : ℝ) + 1) * t)
        = (Real.sin ((2 * (N : ℝ) + 1) / 2 * t) - Real.sin (t / 2)) / (2 * Real.sin (t / 2)) := by
      rw [eq_div_iff (mul_ne_zero two_ne_zero hs), mul_comm]
      exact dirichlet_kernel N t
    have hsin := ((hasDerivAt_id' t).div_const 2).sin
    have hcos := ((hasDerivAt_id' t).const_mul ((2 * (N : ℝ) + 1) / 2)).cos
    have h := ((sawtoothSum_hasDerivAt N t).fun_add ((hasDerivAt_id' t).div_const 2)).fun_add
      (hcos.fun_div (hsin.const_mul (2 * (N : ℝ) + 1)) (mul_ne_zero hm.ne' hs))
    refine (h.congr_deriv ?_).hasDerivWithinAt
    rw [hD]
    exact alg _ _ _ _ _ hs hm.ne'
  have hbound : ∀ t ∈ Set.uIcc y π,
      ‖-(Real.cos ((2 * (N : ℝ) + 1) / 2 * t) * Real.cos (t / 2))
        / (2 * (2 * (N : ℝ) + 1) * Real.sin (t / 2) ^ 2)‖
      ≤ 1 / (2 * (2 * (N : ℝ) + 1) * Real.sin (y / 2) ^ 2) := by
    intro t ht
    have hle := hmin t ht
    have hs : 0 < Real.sin (t / 2) := hs0.trans_le hle
    have hden : 0 < 2 * (2 * (N : ℝ) + 1) * Real.sin (t / 2) ^ 2 := by positivity
    rw [Real.norm_eq_abs, abs_div, abs_neg, abs_of_pos hden, abs_mul]
    exact div_le_div₀ zero_le_one
      (mul_le_one₀ (Real.abs_cos_le_one _) (abs_nonneg _) (Real.abs_cos_le_one _))
      (by positivity) (by gcongr)
  have hmv := (convex_uIcc y π).norm_image_sub_le_of_norm_hasDerivWithin_le hder hbound
    Set.right_mem_uIcc Set.left_mem_uIcc
  -- at `π` every sine and the correction vanish
  have hSπ : sawtoothSum N π = 0 := by
    refine sum_eq_zero fun n _ => ?_
    have h := Real.sin_nat_mul_pi (n + 1)
    push_cast at h
    rw [h, zero_div]
  have hCπ : Real.cos ((2 * (N : ℝ) + 1) / 2 * π) = 0 := by
    rw [show (2 * (N : ℝ) + 1) / 2 * π = N * π + π / 2 by ring, Real.cos_add_pi_div_two,
      Real.sin_nat_mul_pi, neg_zero]
  simp only [hSπ, hCπ, zero_div, Real.norm_eq_abs] at hmv
  have hc : |Real.cos ((2 * (N : ℝ) + 1) / 2 * y) / ((2 * (N : ℝ) + 1) * Real.sin (y / 2))|
      ≤ 1 / ((2 * (N : ℝ) + 1) * Real.sin (y / 2)) := by
    rw [abs_div, abs_of_pos (mul_pos hm hs0)]
    exact div_le_div_of_nonneg_right (Real.abs_cos_le_one _) (mul_pos hm hs0).le
  have hsplit : (1 / Real.sin (y / 2) + |y - π| / (2 * Real.sin (y / 2) ^ 2)) / (2 * (N : ℝ) + 1)
      = 1 / (2 * (2 * (N : ℝ) + 1) * Real.sin (y / 2) ^ 2) * |y - π|
        + 1 / ((2 * (N : ℝ) + 1) * Real.sin (y / 2)) := by
    have := hs0.ne'
    have := hm.ne'
    generalize Real.sin (y / 2) = s at *
    field_simp
    try ring
  rw [hsplit]
  rw [abs_le] at hmv hc ⊢
  constructor <;> linarith [hmv.1, hmv.2, hc.1, hc.2]
```

The hypotheses `h0` and `h2` say 0 < y < 2π. Write m = 2N + 1 and s = sin(y/2), which is positive. The claim is

|S_N(y) − (π − y)/2| ≤ (1/s + |y − π|/(2s²))/m.

Consider the corrected sum

G(t) = S_N(t) + t/2 + cos(mt/2)/(m sin(t/2)).

By the previous two theorems, S_N′(t) = sin(mt/2)/(2 sin(t/2)) − 1/2. The derivative of t/2 removes the −1/2, and the last term contributes

−sin(mt/2)/(2 sin(t/2)) − cos(mt/2) cos(t/2)/(2m sin²(t/2)).

The rapidly oscillating terms without a factor 1/m cancel, so

G′(t) = −cos(mt/2) cos(t/2)/(2m sin²(t/2)).

This is `hder`, with the algebra isolated in `alg`. Between y and π, sin(t/2) is at least s (`hmin`), hence |G′(t)| ≤ 1/(2ms²) (`hbound`). At t = π every sine in S_N vanishes, and so does cos(mπ/2), because m is odd. Thus G(π) = π/2, and the mean value inequality, `hmv`, gives

|G(y) − π/2| ≤ |y − π|/(2ms²).

Finally, G(y) − π/2 is S_N(y) − (π − y)/2 plus a correction of size at most 1/(ms), bounded in `hc`. Moving the correction to the other side gives the claim. For fixed N the bound grows without limit as y approaches 0 or 2π, where the sawtooth jumps. The error itself does not: its size tends to π/2 there.

```lean
/-- For `0 < y < 2π` the sawtooth series converges to `(π - y)/2`. -/
theorem sawtoothSum_tendsto {y : ℝ} (h0 : 0 < y) (h2 : y < 2 * π) :
    Tendsto (fun N => sawtoothSum N y) atTop (𝓝 ((π - y) / 2)) := by
  have hN : Tendsto (fun N : ℕ => 2 * (N : ℝ) + 1) atTop atTop :=
    tendsto_atTop_add_const_right atTop 1
      (tendsto_natCast_atTop_atTop.const_mul_atTop (by norm_num))
  exact tendsto_iff_norm_sub_tendsto_zero.2 (squeeze_zero (fun _ => norm_nonneg _)
    (fun N => sawtoothSum_error h0 h2 N) (tendsto_const_nhds.div_atTop hN))
```

`Tendsto ... atTop (𝓝 a)` reads "converges to a as N → ∞". For fixed y the error bound goes to zero like 1/(2N + 1), and `squeeze_zero` draws the conclusion:

S_N(y) → (π − y)/2 for 0 < y < 2π.

## From the step function to two sawtooth sums

```lean
/-- For `0 ≤ R < π`, integrating over the cell against the step function restricts the
integral to `[-R, R]`. -/
theorem integral_muffinTin {R : ℝ} (hR : 0 ≤ R) (hRπ : R < π) (g : ℝ → ℝ) :
    ∫ t in (-π)..π, muffinTin R t * g t = ∫ t in (-R)..R, g t := by
  have hf : ∀ t, muffinTin R t * g t = (Set.Icc (-R) R).indicator g t := by
    intro t
    simp only [muffinTin, Set.indicator_apply]
    split_ifs <;> simp
  have hsub : Set.Icc (-R) R ⊆ Set.Ioc (-π) π :=
    fun t ht => ⟨by linarith [ht.1], by linarith [ht.2]⟩
  simp only [hf]
  rw [intervalIntegral.integral_of_le (by linarith : -π ≤ π),
    intervalIntegral.integral_of_le (by linarith : -R ≤ R),
    MeasureTheory.setIntegral_indicator measurableSet_Icc, Set.inter_eq_right.2 hsub,
    MeasureTheory.integral_Icc_eq_integral_Ioc]
```

For any function g, multiplying by the step function restricts the integral to [−R, R]. The hypotheses 0 ≤ R < π keep that interval inside the cell, and single endpoints do not affect the integral.

```lean
/-- For `0 ≤ R < π`, the Fourier partial sum of the step function is `R/π` plus two sawtooth
sums divided by `π`, with arguments `R + |x|` and `R - |x|`. -/
theorem fourierSum_muffinTin {R : ℝ} (hR : 0 ≤ R) (hRπ : R < π) (N : ℕ) (x : ℝ) :
    fourierSum (muffinTin R) N x
      = R / π + (sawtoothSum N (R + |x|) + sawtoothSum N (R - |x|)) / π := by
  have h0 := integral_muffinTin hR hRπ (fun _ => 1)
  simp only [mul_one, intervalIntegral.integral_const, smul_eq_mul] at h0
  unfold fourierSum sawtoothSum
  rw [← sum_add_distrib, sum_div, h0]
  congr 1
  · ring
  · refine sum_congr rfl fun n _ => ?_
    have hn : (n : ℝ) + 1 ≠ 0 := by positivity
    have hx : Real.cos (((n : ℝ) + 1) * x) = Real.cos (((n : ℝ) + 1) * |x|) := by
      rcases abs_choice x with h | h
      · rw [h]
      · rw [h, mul_neg, Real.cos_neg]
    rw [integral_muffinTin hR hRπ (fun t => Real.cos (((n : ℝ) + 1) * t)),
      integral_muffinTin hR hRπ (fun t => Real.sin (((n : ℝ) + 1) * t)),
      intervalIntegral.integral_comp_mul_left Real.cos hn,
      intervalIntegral.integral_comp_mul_left Real.sin hn, integral_cos, integral_sin,
      mul_neg, Real.sin_neg, Real.cos_neg, hx, mul_add, mul_sub, Real.sin_add, Real.sin_sub,
      smul_eq_mul, smul_eq_mul]
    ring
```

The mean is 2R/(2π) = R/π. The coefficients of harmonic k are

(1/π) ∫_{−R}^{R} cos(kt) dt = 2 sin(kR)/(πk),

(1/π) ∫_{−R}^{R} sin(kt) dt = 0.

Since cos(kx) = cos(k|x|), the product formula

2 sin(kR) cos(k|x|) = sin(k(R + |x|)) + sin(k(R − |x|))

turns the partial sum into

R/π + [S_N(R + |x|) + S_N(R − |x|)]/π.

The Lean proof evaluates the same integrals, expands the sines and compares the sums term by term.

## One half at the boundary

```lean
/-- For `0 < R < π`, the Fourier series of the muffin-tin step function converges to one half
at both boundary points `x = R` and `x = -R`. -/
theorem fourierSum_boundary {R x : ℝ} (hR : 0 < R) (hRπ : R < π) (hx : |x| = R) :
    Tendsto (fun N => fourierSum (muffinTin R) N x) atTop (𝓝 (1 / 2)) := by
  have hz : ∀ N, sawtoothSum N 0 = 0 := fun N => by simp [sawtoothSum]
  have hp : π * π⁻¹ = 1 := mul_inv_cancel₀ Real.pi_ne_zero
  -- one of the two sawtooth sums sits at its jump and vanishes
  simp only [fourierSum_muffinTin hR.le hRπ, hx, sub_self, hz, add_zero]
  have h := (tendsto_const_nhds (x := R / π)).add
    ((sawtoothSum_tendsto (y := R + R) (by linarith) (by linarith)).div_const π)
  convert h using 2
  linear_combination (-1 / 2) * hp
```

The hypothesis `hx : |x| = R` covers both x = R and x = −R. There the second sawtooth sum is S_N(0) = 0 for every N. The first has argument 2R, which lies between 0 and 2π, so the limit is

R/π + (π − 2R)/(2π) = 1/2.

In Lean, `simp only` inserts the sawtooth form, `h` combines the limits, and `linear_combination` checks the final arithmetic.

The condition R < π cannot be weakened to R ≤ π. At R = π the step function is 1 on the whole cell, every partial sum equals 1, and so does the limit. In one dimension the region then meets its periodic images and no boundary is left. Touching spheres in three dimensions, by contrast, still leave an interstitial region.

```lean
/-- For `0 < R < π`, the partial sums of `R/π + ∑ sin (2nR)/(πn)`, with `n` from one upwards,
converge to one half. -/
theorem boundary_series {R : ℝ} (hR : 0 < R) (hRπ : R < π) :
    Tendsto (fun N : ℕ => R / π + ∑ n ∈ range N,
      Real.sin (2 * ((n : ℝ) + 1) * R) / (π * ((n : ℝ) + 1))) atTop (𝓝 (1 / 2)) := by
  refine (fourierSum_boundary hR hRπ (abs_of_pos hR)).congr fun N => ?_
  have hz : sawtoothSum N 0 = 0 := by simp [sawtoothSum]
  rw [fourierSum_muffinTin hR.le hRπ, abs_of_pos hR, sub_self, hz, add_zero]
  unfold sawtoothSum
  rw [sum_div]
  congr 1
  refine sum_congr rfl fun n _ => ?_
  rw [show ((n : ℝ) + 1) * (R + R) = 2 * ((n : ℝ) + 1) * R by ring, div_div,
    mul_comm ((n : ℝ) + 1) π]
```

This is the case x = R written out:

R/π + Σ_{k=1}^{N} sin(2kR)/(πk) → 1/2.

The proof takes the previous limit and rewrites its partial sums into this form with `congr`.

## One inside, zero outside

```lean
/-- For `R < π`, the Fourier series of the step function converges to one at every point
with `|x| < R`. -/
theorem fourierSum_inside {R x : ℝ} (hRπ : R < π) (hx : |x| < R) :
    Tendsto (fun N => fourierSum (muffinTin R) N x) atTop (𝓝 1) := by
  have ha := abs_nonneg x
  have hp : π * π⁻¹ = 1 := mul_inv_cancel₀ Real.pi_ne_zero
  simp only [fourierSum_muffinTin (ha.trans hx.le) hRπ]
  have h := (tendsto_const_nhds (x := R / π)).add
    (((sawtoothSum_tendsto (y := R + |x|) (by linarith) (by linarith)).add
      (sawtoothSum_tendsto (y := R - |x|) (by linarith) (by linarith))).div_const π)
  convert h using 2
  linear_combination (-1) * hp
```

If |x| < R, both arguments R + |x| and R − |x| lie between 0 and 2π. The sawtooth limits add to

(π − R − |x|)/2 + (π − R + |x|)/2 = π − R,

and the series converges to R/π + (π − R)/π = 1. The hypothesis |x| < R already makes R positive.

```lean
/-- For `0 < R`, the Fourier series of the step function converges to zero at every point
of the cell with `R < |x| ≤ π`. -/
theorem fourierSum_outside {R x : ℝ} (hR : 0 < R) (hx : R < |x|) (hxπ : |x| ≤ π) :
    Tendsto (fun N => fourierSum (muffinTin R) N x) atTop (𝓝 0) := by
  -- the sawtooth is odd
  have hodd : ∀ N, sawtoothSum N (R - |x|) = -sawtoothSum N (|x| - R) := by
    intro N
    unfold sawtoothSum
    rw [← sum_neg_distrib]
    refine sum_congr rfl fun n _ => ?_
    rw [← neg_sub |x| R, mul_neg, Real.sin_neg, neg_div]
  simp only [fourierSum_muffinTin hR.le (hx.trans_le hxπ), hodd]
  have h := (tendsto_const_nhds (x := R / π)).add
    (((sawtoothSum_tendsto (y := R + |x|) (by linarith) (by linarith)).add
      (sawtoothSum_tendsto (y := |x| - R) (by linarith) (by linarith)).neg).div_const π)
  convert h using 2
  ring

end

end MuffinTinBoundary
```

If R < |x| ≤ π, the argument R − |x| is negative. The sine is odd, so `hodd` replaces S_N(R − |x|) by −S_N(|x| − R). The limits now add to

(π − R − |x|)/2 − (π − |x| + R)/2 = −R,

and the series converges to R/π − R/π = 0.

The same partial sums can be written with complex plane waves exp(ikx), k running from −N to N, which is closer to the notation of a plane-wave code. The values and limits are the same, because each harmonic of the real form combines k with −k.

```lean
#print axioms MuffinTinBoundary.boundary_series
#print axioms MuffinTinBoundary.fourierSum_inside
#print axioms MuffinTinBoundary.fourierSum_outside
```

```
'MuffinTinBoundary.boundary_series' depends on axioms: [propext, Classical.choice, Quot.sound]
'MuffinTinBoundary.fourierSum_inside' depends on axioms: [propext, Classical.choice, Quot.sound]
'MuffinTinBoundary.fourierSum_outside' depends on axioms: [propext, Classical.choice, Quot.sound]
```
